# The Coulomb-blockade plateau of the Hubbard atom

## Physical setting

A formal statement must first decide what "zero temperature" and "occupation" mean. Here the occupation is the grand-canonical average over the Fock states of one spin-degenerate level, and zero temperature is the limit β → ∞ at fixed chemical potential μ, level energy e and interaction U.

The Hamiltonian is diagonal in the four states (n↑, n↓), with

N = n↑ + n↓,  E = eN + U n↑ n↓,  weight = exp(−β(E − μN)).

For U > 0 the plateau of this one-level model is the interval of μ over which one electron is stable. Its width is U = E(2) − 2E(1) + E(0), where E(0) = 0, E(1) = e and E(2) = 2e + U are the energies with zero, one and two electrons. Only the equilibrium occupation is treated, not the current that a level carries between leads and not the derivative discontinuity of density-functional theory.

## Statement

As β → ∞, ⟨N⟩ tends to 1 whenever e < μ < e + U, and for U > 0 only then. The limit is 0 for μ < e and 2μ < 2e + U, and 2 for μ > e + U and 2μ > 2e + U. For U > 0 it is 2/3 at μ = e and 4/3 at μ = e + U.

## Derivation

With x = exp(β(μ − e)) and y = exp(−βU), the weights are 1, x, x and exp(−β(2e + U − 2μ)) = x²y. Hence

Z = 1 + 2x + x²y,  ⟨N⟩ = (2x + 2x²y)/Z,  ⟨N⟩ − 1 = (x²y − 1)/Z.

Divide numerator and denominator by x, and set a = 1/x = exp(−β(μ − e)) and b = xy = exp(−β(e + U − μ)):

⟨N⟩ − 1 = (b − a)/(2 + a + b).

Since |b − a| ≤ a + b and the denominator exceeds 2,

|⟨N⟩ − 1| ≤ (a + b)/2.

Inside the window the removal cost μ − e and the addition cost e + U − μ are both positive, so a and b vanish and ⟨N⟩ → 1.

The reflection μ → 2e + U − μ exchanges a and b, which reverses the sign of ⟨N⟩ − 1:

⟨N⟩(2e + U − μ) = 2 − ⟨N⟩(μ).

For μ < e and 2μ < 2e + U both x and x²y vanish, so ⟨N⟩ → 0/1 = 0, and reflection gives the limit 2. At μ = e one has a = 1 and b = exp(−βU) → 0 for U > 0, so ⟨N⟩ → 1 − 1/3 = 2/3; reflection gives 4/3 at μ = e + U. For U > 0, μ < e implies 2μ < 2e + U and μ > e + U implies 2μ > 2e + U, so every μ outside the open window has limit 0, 2/3, 4/3 or 2, never 1.

## What the formal version assumes

A state is a pair in `Bool × Bool`, and `spinOcc` turns each entry into 0 or 1. `number`, `energy`, `weight` and `grandPartition` are N, E, the weight and Z; `meanOccupation` is the weighted sum of N divided by Z; `fugacity` and `interactionFactor` are x and y. All parameters are real, β is an inverse energy, and both spins share e, so there is no magnetic field. No operators appear: the sum over states stands for the trace, and the grand-canonical ensemble is assumed. The reservoir fixes μ and β without broadening the level.

`coulomb_blockade_plateau` reads: from `e < μ` and `μ < e + U`, the function `fun β => meanOccupation β μ e U` tends to 1 along `atTop`, that is, as β → ∞ at that one μ. The two inequalities already force U > 0. Strictness is needed, as the edge value 2/3 shows. `plateau_iff` assumes `0 < U`, without which it fails: for U = 0 and μ = e, a = b gives ⟨N⟩ = 1 at every β while the window is empty. The second hypothesis of `empty_step` matters for attraction: e = 0, U = −2, μ = −1/2 has μ < e, yet `full_step` gives the limit 2.

## The file

In Lean 4 with Mathlib:

```lean
import Mathlib

open Filter Topology

namespace HubbardAtomPlateau

noncomputable section

/-- Occupation number of one spin orbital: 0 if empty, 1 if filled. -/
def spinOcc : Bool → ℝ
  | false => 0
  | true => 1

/-- Electron number `n↑ + n↓` of the Fock state `(n↑, n↓)`. -/
def number (s : Bool × Bool) : ℝ := spinOcc s.1 + spinOcc s.2

/-- Energy `e (n↑ + n↓) + U n↑ n↓` of a Fock state of the Hubbard atom. -/
def energy (e U : ℝ) (s : Bool × Bool) : ℝ :=
  e * number s + U * (spinOcc s.1 * spinOcc s.2)

/-- Grand-canonical Boltzmann weight `exp(-β (E - μ N))` of a Fock state. -/
def weight (β μ e U : ℝ) (s : Bool × Bool) : ℝ :=
  Real.exp (-β * (energy e U s - μ * number s))

/-- Grand partition function: the sum of the weights of the four Fock states. -/
def grandPartition (β μ e U : ℝ) : ℝ := ∑ s, weight β μ e U s

/-- Grand-canonical average of the electron number. -/
def meanOccupation (β μ e U : ℝ) : ℝ :=
  (∑ s, number s * weight β μ e U s) / grandPartition β μ e U

/-- The level fugacity `x = exp(β (μ - e))`. -/
def fugacity (β μ e : ℝ) : ℝ := Real.exp (β * (μ - e))

/-- The interaction factor `y = exp(-β U)`. -/
def interactionFactor (β U : ℝ) : ℝ := Real.exp (-β * U)

/-- The empty, the two singly occupied and the doubly occupied state have weights
`1`, `x`, `x` and `x² y`. -/
theorem weight_values (β μ e U : ℝ) :
    weight β μ e U (false, false) = 1 ∧
    weight β μ e U (true, false) = fugacity β μ e ∧
    weight β μ e U (false, true) = fugacity β μ e ∧
    weight β μ e U (true, true) = fugacity β μ e ^ 2 * interactionFactor β U := by
  refine ⟨?_, ?_, ?_, ?_⟩
  · simp [weight, energy, number, spinOcc]
  · simp only [weight, energy, number, spinOcc, fugacity]
    congr 1
    ring
  · simp only [weight, energy, number, spinOcc, fugacity]
    congr 1
    ring
  · unfold fugacity interactionFactor
    rw [pow_two, ← Real.exp_add, ← Real.exp_add]
    simp only [weight, energy, number, spinOcc]
    congr 1
    ring

/-- The grand partition function is `1 + 2x + x² y`. -/
theorem grandPartition_eq (β μ e U : ℝ) :
    grandPartition β μ e U
      = 1 + 2 * fugacity β μ e + fugacity β μ e ^ 2 * interactionFactor β U := by
  obtain ⟨h0, h1, h2, h3⟩ := weight_values β μ e U
  unfold grandPartition
  rw [Fintype.sum_prod_type]
  simp only [Fintype.sum_bool]
  rw [h0, h1, h2, h3]
  ring

/-- The mean occupation is `(2x + 2x² y) / (1 + 2x + x² y)`. -/
theorem meanOccupation_eq (β μ e U : ℝ) :
    meanOccupation β μ e U
      = (2 * fugacity β μ e + 2 * fugacity β μ e ^ 2 * interactionFactor β U)
        / (1 + 2 * fugacity β μ e + fugacity β μ e ^ 2 * interactionFactor β U) := by
  obtain ⟨h0, h1, h2, h3⟩ := weight_values β μ e U
  have hnum : ∑ s, number s * weight β μ e U s
      = 2 * fugacity β μ e + 2 * fugacity β μ e ^ 2 * interactionFactor β U := by
    rw [Fintype.sum_prod_type]
    simp only [Fintype.sum_bool]
    rw [h0, h1, h2, h3]
    simp only [number, spinOcc]
    ring
  unfold meanOccupation
  rw [hnum, grandPartition_eq]

/-- The deviation from one electron is `(b - a) / (2 + a + b)`, with
`a = exp(-β (μ - e))` and `b = exp(-β (e + U - μ))`. -/
theorem meanOccupation_sub_one (β μ e U : ℝ) :
    meanOccupation β μ e U - 1
      = (Real.exp (-β * (e + U - μ)) - Real.exp (-β * (μ - e)))
        / (2 + Real.exp (-β * (μ - e)) + Real.exp (-β * (e + U - μ))) := by
  -- dividing numerator and denominator by x, with a = 1/x and b = x y
  have alg : ∀ x y a : ℝ, 0 < x → 0 < y → 0 < a → a * x = 1 →
      (2 * x + 2 * x ^ 2 * y) / (1 + 2 * x + x ^ 2 * y) - 1
        = (x * y - a) / (2 + a + x * y) := by
    intro x y a hx hy ha hax
    have hD : 1 + 2 * x + x ^ 2 * y ≠ 0 := by positivity
    have hE : 2 + a + x * y ≠ 0 := by positivity
    rw [div_sub_one hD, div_eq_iff hD, div_mul_eq_mul_div, eq_div_iff hE]
    linear_combination (2 * x * y + 2) * hax
  have ha : Real.exp (-β * (μ - e)) * fugacity β μ e = 1 := by
    unfold fugacity
    have h0 : -β * (μ - e) + β * (μ - e) = 0 := by ring
    rw [← Real.exp_add, h0, Real.exp_zero]
  have hb : Real.exp (-β * (e + U - μ)) = fugacity β μ e * interactionFactor β U := by
    unfold fugacity interactionFactor
    rw [← Real.exp_add]
    congr 1
    ring
  rw [meanOccupation_eq, hb]
  exact alg _ _ _ (Real.exp_pos _) (Real.exp_pos _) (Real.exp_pos _) ha

/-- At every `β` the mean occupation differs from 1 by at most half the sum of
`exp(-β (μ - e))` and `exp(-β (e + U - μ))`. -/
theorem abs_meanOccupation_sub_one_le (β μ e U : ℝ) :
    |meanOccupation β μ e U - 1|
      ≤ (Real.exp (-β * (μ - e)) + Real.exp (-β * (e + U - μ))) / 2 := by
  have alg : ∀ a b : ℝ, 0 < a → 0 < b → |(b - a) / (2 + a + b)| ≤ (a + b) / 2 := by
    intro a b ha hb
    have hE : 0 < 2 + a + b := by positivity
    rw [abs_le]
    constructor
    · rw [le_div_iff₀ hE]
      nlinarith [sq_nonneg (a + b)]
    · rw [div_le_iff₀ hE]
      nlinarith [sq_nonneg (a + b)]
  rw [meanOccupation_sub_one]
  exact alg _ _ (Real.exp_pos _) (Real.exp_pos _)

/-- The Boltzmann factor `exp(-β c)` of a positive energy `c` tends to 0 as `β → ∞`. -/
theorem boltzmann_tendsto_zero {c : ℝ} (hc : 0 < c) :
    Tendsto (fun β : ℝ => Real.exp (-β * c)) atTop (𝓝 0) := by
  have h := Real.tendsto_exp_neg_atTop_nhds_zero.comp
    (Filter.Tendsto.atTop_mul_const hc tendsto_id)
  refine h.congr (fun β => ?_)
  simp

/-- Coulomb-blockade plateau: for `e < μ < e + U` the mean occupation tends to 1
as `β → ∞`. -/
theorem coulomb_blockade_plateau {μ e U : ℝ} (h1 : e < μ) (h2 : μ < e + U) :
    Tendsto (fun β => meanOccupation β μ e U) atTop (𝓝 1) := by
  -- both removing and adding an electron cost a positive grand energy
  have ha := boltzmann_tendsto_zero (c := μ - e) (by linarith)
  have hb := boltzmann_tendsto_zero (c := e + U - μ) (by linarith)
  have h := (ha.add hb).div_const 2
  rw [show ((0 : ℝ) + 0) / 2 = 0 by norm_num] at h
  rw [tendsto_iff_norm_sub_tendsto_zero]
  refine squeeze_zero (fun β => norm_nonneg _) (fun β => ?_) h
  exact (Real.norm_eq_abs _).trans_le (abs_meanOccupation_sub_one_le β μ e U)

/-- Particle-hole symmetry: replacing `μ` by `2e + U - μ` turns the mean occupation `N`
into `2 - N`. -/
theorem particle_hole_symmetry (β μ e U : ℝ) :
    meanOccupation β (2 * e + U - μ) e U = 2 - meanOccupation β μ e U := by
  have h1 := meanOccupation_sub_one β (2 * e + U - μ) e U
  have h2 := meanOccupation_sub_one β μ e U
  -- the reflection exchanges the two Boltzmann factors
  rw [show 2 * e + U - μ - e = e + U - μ by ring,
    show e + U - (2 * e + U - μ) = μ - e by ring] at h1
  have alg : ∀ a b : ℝ, (a - b) / (2 + b + a) = -((b - a) / (2 + a + b)) := by
    intro a b
    rw [add_right_comm (2 : ℝ) b a]
    ring
  rw [alg] at h1
  linarith

/-- For `μ < e` and `2μ < 2e + U` the mean occupation tends to 0 as `β → ∞`. -/
theorem empty_step {μ e U : ℝ} (h1 : μ < e) (h2 : 2 * μ < 2 * e + U) :
    Tendsto (fun β => meanOccupation β μ e U) atTop (𝓝 0) := by
  -- the weights x and x² y of the occupied states vanish
  have hx : Tendsto (fun β => fugacity β μ e) atTop (𝓝 0) := by
    refine (boltzmann_tendsto_zero (c := e - μ) (by linarith)).congr (fun β => ?_)
    show Real.exp (-β * (e - μ)) = Real.exp (β * (μ - e))
    congr 1
    ring
  have hd : Tendsto (fun β => fugacity β μ e ^ 2 * interactionFactor β U) atTop (𝓝 0) := by
    refine (boltzmann_tendsto_zero (c := 2 * e + U - 2 * μ) (by linarith)).congr (fun β => ?_)
    show Real.exp (-β * (2 * e + U - 2 * μ)) = Real.exp (β * (μ - e)) ^ 2 * Real.exp (-β * U)
    rw [pow_two, ← Real.exp_add, ← Real.exp_add]
    congr 1
    ring
  have h := ((hx.const_mul 2).add (hd.const_mul 2)).div
    (((hx.const_mul 2).const_add 1).add hd) (by norm_num)
  rw [show ((2 : ℝ) * 0 + 2 * 0) / (1 + 2 * 0 + 0) = 0 by norm_num] at h
  refine h.congr (fun β => ?_)
  show (2 * fugacity β μ e + 2 * (fugacity β μ e ^ 2 * interactionFactor β U))
      / (1 + 2 * fugacity β μ e + fugacity β μ e ^ 2 * interactionFactor β U)
    = meanOccupation β μ e U
  rw [meanOccupation_eq]
  ring

/-- For `e + U < μ` and `2e + U < 2μ` the mean occupation tends to 2 as `β → ∞`. -/
theorem full_step {μ e U : ℝ} (h1 : e + U < μ) (h2 : 2 * e + U < 2 * μ) :
    Tendsto (fun β => meanOccupation β μ e U) atTop (𝓝 2) := by
  have h0 := empty_step (μ := 2 * e + U - μ) (e := e) (U := U) (by linarith) (by linarith)
  have h : Tendsto (fun β => 2 - meanOccupation β (2 * e + U - μ) e U) atTop (𝓝 (2 - 0)) :=
    tendsto_const_nhds.sub h0
  rw [sub_zero] at h
  refine h.congr (fun β => ?_)
  show 2 - meanOccupation β (2 * e + U - μ) e U = meanOccupation β μ e U
  rw [particle_hole_symmetry]
  ring

/-- For `U > 0` the mean occupation tends to `2/3` at `μ = e` and to `4/3` at `μ = e + U`
as `β → ∞`. -/
theorem plateau_edges (e : ℝ) {U : ℝ} (hU : 0 < U) :
    Tendsto (fun β => meanOccupation β e e U) atTop (𝓝 (2 / 3)) ∧
    Tendsto (fun β => meanOccupation β (e + U) e U) atTop (𝓝 (4 / 3)) := by
  have ha : Tendsto (fun β : ℝ => Real.exp (-β * (e - e))) atTop (𝓝 1) := by
    simp only [sub_self, mul_zero, Real.exp_zero]
    exact tendsto_const_nhds
  have hb := boltzmann_tendsto_zero (c := e + U - e) (by linarith)
  have hlow : Tendsto (fun β => meanOccupation β e e U) atTop (𝓝 (2 / 3)) := by
    have h := ((hb.sub ha).div ((ha.const_add 2).add hb) (by norm_num)).add_const 1
    rw [show ((0 : ℝ) - 1) / (2 + 1 + 0) + 1 = 2 / 3 by norm_num] at h
    refine h.congr (fun β => ?_)
    show (Real.exp (-β * (e + U - e)) - Real.exp (-β * (e - e)))
        / (2 + Real.exp (-β * (e - e)) + Real.exp (-β * (e + U - e))) + 1
      = meanOccupation β e e U
    rw [← meanOccupation_sub_one]
    ring
  refine ⟨hlow, ?_⟩
  -- the upper edge is the particle-hole mirror of the lower one
  have h : Tendsto (fun β => 2 - meanOccupation β e e U) atTop (𝓝 (2 - 2 / 3)) :=
    tendsto_const_nhds.sub hlow
  rw [show (2 : ℝ) - 2 / 3 = 4 / 3 by norm_num] at h
  refine h.congr (fun β => ?_)
  have hs := particle_hole_symmetry β e e U
  rw [show 2 * e + U - e = e + U by ring] at hs
  exact hs.symm

/-- For `U > 0` the mean occupation tends to 1 as `β → ∞` if and only if
`e < μ < e + U`. -/
theorem plateau_iff {μ e U : ℝ} (hU : 0 < U) :
    Tendsto (fun β => meanOccupation β μ e U) atTop (𝓝 1) ↔ e < μ ∧ μ < e + U := by
  constructor
  · intro h
    -- outside the window the limit is 0, 2/3, 4/3 or 2
    constructor
    · by_contra hn
      rcases lt_or_eq_of_le (not_lt.mp hn) with hl | hl
      · have hu := tendsto_nhds_unique h (empty_step hl (by linarith))
        norm_num at hu
      · rw [hl] at h
        have hu := tendsto_nhds_unique h (plateau_edges e hU).1
        norm_num at hu
    · by_contra hn
      rcases lt_or_eq_of_le (not_lt.mp hn) with hl | hl
      · have hu := tendsto_nhds_unique h (full_step hl (by linarith))
        norm_num at hu
      · rw [← hl] at h
        have hu := tendsto_nhds_unique h (plateau_edges e hU).2
        norm_num at hu
  · rintro ⟨h1, h2⟩
    exact coulomb_blockade_plateau h1 h2

end

end HubbardAtomPlateau
```

```lean
#print axioms HubbardAtomPlateau.coulomb_blockade_plateau
#print axioms HubbardAtomPlateau.plateau_iff
```

```
'HubbardAtomPlateau.coulomb_blockade_plateau' depends on axioms: [propext, Classical.choice, Quot.sound]
'HubbardAtomPlateau.plateau_iff' depends on axioms: [propext, Classical.choice, Quot.sound]
```

## Notes on the proof

`weight_values` evaluates the four exponentials, with `congr 1` and `ring` comparing exponents. `grandPartition_eq` and `meanOccupation_eq` expand the sums over states and insert these weights.

In `meanOccupation_sub_one` the division by x is the algebraic fact `alg`: the denominators are cleared and `linear_combination` closes the polynomial identity from `a * x = 1`, while `ha` and `hb` identify a = 1/x and b = xy. `abs_meanOccupation_sub_one_le` multiplies out the positive denominator on each side of the bound, where the term (a + b)²/2 is nonnegative by `sq_nonneg (a + b)`. These identities, the bound and `particle_hole_symmetry` hold for every real β.

`boltzmann_tendsto_zero` is the only analytic input: exp(−βc) → 0 for c > 0. The plateau theorem applies it to the two costs, and `squeeze_zero` traps |⟨N⟩ − 1| between 0 and (a + b)/2. `empty_step` applies it with c = e − μ and c = 2e + U − 2μ and takes the limit of the quotient, whose denominator tends to 1. `full_step` and the upper half of `plateau_edges` are the reflected statements. In `plateau_iff` each failed inequality splits into a strict case and an equality, and `tendsto_nhds_unique` turns each into a false equation such as 1 = 2/3.
